# End-site weight of the zero mode of an odd-length chain with alternating nonzero couplings

A tridiagonal matrix with zero diagonal and odd size has an eigenvalue zero, but that fact says nothing about how much of the eigenvector lies on the first site. A guess of about one over the number of sites can be wrong in either direction. On 21 sites with couplings alternating $1,2,1,2,\dots$ the weight is about $0.75$, and with $2,1,2,1,\dots$ it is about $7\times10^{-7}$. In a Lanczos calculation the squared first component of a unit eigenvector of the tridiagonal matrix is the weight of that Ritz value in the approximate spectral distribution of the normalised starting vector. In a non-interacting, finite, dimerised tight-binding chain with orthonormal site orbitals, the squared first component of the normalised zero mode is the probability of finding an electron in that mode on the first site.

The sites are $k=0,\dots,2N$ and $H$ is the real matrix with $H_{k,k+1}=H_{k+1,k}=c_k$, where $c_k=u$ for even $k$ and $c_k=v$ for odd $k$; all other entries vanish. Put $r=u^2/v^2$. For $u\ne0$, $v\ne0$, $u^2\ne v^2$ the kernel of $H$ is one-dimensional, and a unit vector $x$ in it has
$$x_{2m}^2=\frac{r^m(1-r)}{1-r^{N+1}},\qquad x_0^2=\frac{1-r}{1-r^{N+1}}.$$
What is said below about cases that violate a hypothesis is ordinary reasoning, machine-checked only where a theorem is named.

## Zero diagonal and an odd number of sites

These two conditions are built into the definitions. A zero diagonal means equal on-site energies, taken as the zero of energy. An odd length means that there are $N+1$ even sites and $N$ odd ones; for $N\ge1$ the chain starts with a bond $u$ and ends with a bond $v$, and for $N=0$ it is a single site without bonds. `chain u v N` is $H$ on `Fin (2 * N + 1)`, with `coupling` giving $c_k$ and `ratio` giving $r$. Entries and vectors are real, the ends are open, and disorder and longer-range hopping are not covered.

```lean
import Mathlib

open Matrix Finset Filter Topology

namespace AlternatingChainEndWeight

noncomputable section

/-- Coupling between sites `k` and `k+1`: `u` for even `k`, `v` for odd `k`. -/
def coupling (u v : ℝ) (k : ℕ) : ℝ := if k % 2 = 0 then u else v

/-- Tridiagonal matrix on sites `0..2N` with zero diagonal and couplings `u, v, u, v, ...`. -/
def chain (u v : ℝ) (N : ℕ) : Matrix (Fin (2 * N + 1)) (Fin (2 * N + 1)) ℝ :=
  Matrix.of fun i j =>
    (if (i : ℕ) + 1 = (j : ℕ) then coupling u v i else 0) +
    (if (j : ℕ) + 1 = (i : ℕ) then coupling u v j else 0)

/-- The ratio `r = u² / v²`. -/
def ratio (u v : ℝ) : ℝ := u ^ 2 / v ^ 2
```

The candidate solution $z$, called `zeroMode`, has $z_{2m}=(-u/v)^m$ and $z_{2m+1}=0$. It is not normalised: $z_0=1$.

```lean
/-- Amplitude `(-u/v)^m` on site `2m` and zero on odd sites. -/
def amplitude (u v : ℝ) (k : ℕ) : ℝ := if k % 2 = 0 then (-(u / v)) ^ (k / 2) else 0

/-- The vector on sites `0..2N` with entries given by `amplitude`. -/
def zeroMode (u v : ℝ) (N : ℕ) : Fin (2 * N + 1) → ℝ := fun i => amplitude u v i
```

With the convention $x_{2N+1}=0$ the rows of $Hx$ are
$$(Hx)_0=u\,x_1,\qquad (Hx)_{k+1}=c_{k+1}x_{k+2}+c_kx_k .$$
The zero diagonal enters here: no row contains its own site, so even rows constrain odd amplitudes and odd rows constrain even amplitudes. The convention is `pad`, which extends a vector by zero beyond the last site and so also covers $N=0$, where $H$ is the $1\times1$ zero matrix. `parity_values` evaluates couplings and amplitudes by parity, `sum_pick` extracts one padded component from the matrix sum, and `chain_rows` states the two row formulas.

```lean
/-- A vector on the chain continued by zero beyond the last site. -/
def pad {n : ℕ} (x : Fin n → ℝ) (k : ℕ) : ℝ := if h : k < n then x ⟨k, h⟩ else 0

/-- Values of the couplings and amplitudes on even and odd sites. -/
theorem parity_values (u v : ℝ) (m : ℕ) :
    coupling u v (2 * m) = u ∧ coupling u v (2 * m + 1) = v ∧
    amplitude u v (2 * m) = (-(u / v)) ^ m ∧ amplitude u v (2 * m + 1) = 0 := by
  have h0 : 2 * m % 2 = 0 := by omega
  have h1 : ¬ (2 * m + 1) % 2 = 0 := by omega
  have h2 : 2 * m / 2 = m := by omega
  unfold coupling amplitude
  rw [if_pos h0, if_neg h1, if_pos h0, if_neg h1, h2]
  exact ⟨rfl, rfl, rfl, rfl⟩

/-- Summing the components whose site equals `k` gives the padded component at `k`. -/
theorem sum_pick {n : ℕ} (x : Fin n → ℝ) (k : ℕ) :
    ∑ j : Fin n, (if k = (j : ℕ) then x j else 0) = pad x k := by
  unfold pad
  by_cases h : k < n
  · rw [dif_pos h, Finset.sum_eq_single (⟨k, h⟩ : Fin n)]
    · simp
    · intro b _ hb
      exact if_neg fun e => hb (Fin.ext e.symm)
    · simp
  · rw [dif_neg h]
    exact Finset.sum_eq_zero fun j _ => if_neg (by have := j.2; omega)

/-- Action of the matrix: site `0` sees site `1`, site `k+1` sees sites `k` and `k+2`. -/
theorem chain_rows (u v : ℝ) (N : ℕ) (x : Fin (2 * N + 1) → ℝ) (i : Fin (2 * N + 1)) :
    ((i : ℕ) = 0 → (chain u v N *ᵥ x) i = u * pad x 1) ∧
    ∀ k : ℕ, (i : ℕ) = k + 1 → (chain u v N *ᵥ x) i =
      coupling u v (k + 1) * pad x (k + 1 + 1) + coupling u v k * pad x k := by
  constructor
  · intro hi
    simp only [mulVec, dotProduct, chain, of_apply, hi, ← sum_pick, Finset.mul_sum]
    refine Finset.sum_congr rfl fun j _ => ?_
    simp [coupling]
  · intro k hi
    have key : ∀ (m : ℕ) (y : ℝ),
        ((if k + 1 + 1 = m then coupling u v (k + 1) else 0) +
          (if m + 1 = k + 1 then coupling u v m else 0)) * y =
        coupling u v (k + 1) * (if k + 1 + 1 = m then y else 0) +
          coupling u v k * (if k = m then y else 0) := by
      intro m y
      split_ifs <;> first | (exfalso; omega) | ring1 | (subst_vars; ring1)
    simp only [mulVec, dotProduct, chain, of_apply, hi, ← sum_pick, Finset.mul_sum,
      ← Finset.sum_add_distrib]
    exact Finset.sum_congr rfl fun j _ => key j (x j)
```

If site $2N$ is removed from a chain with $N\ge1$, the last row becomes $u\,x_{2N-2}=0$, which forces all even amplitudes to vanish, and with nonzero couplings the kernel is trivial. Unequal on-site energies mix the even and odd equations and in general move the eigenvalue away from zero.

## Nonzero couplings $u$ and $v$

The hypotheses `hu : u ≠ 0` and `hv : v ≠ 0` say that no bond is cut. Positive couplings are a special case; the signs affect the signs of the amplitudes but not $r$.

Suppose $Hx=0$. Row $0$ gives $u\,x_1=0$, so $x_1=0$ after division by $u$. Row $2m+2$ gives $u\,x_{2m+3}+v\,x_{2m+1}=0$, so each vanishing odd amplitude forces the next to vanish, again by division by $u$. Row $2m+1$ gives $v\,x_{2m+2}+u\,x_{2m}=0$, and division by $v$ gives $x_{2m+2}=-(u/v)\,x_{2m}$. Hence $x=x_0z$. Conversely $z$ satisfies every row: even rows see only zeros, including the padded $z_{2N+1}$, and odd rows read $v(-u/v)^{m+1}+u(-u/v)^m=0$.

`mem_kernel_iff` states both directions. The induction `hall` advances two sites at a time, with `e1` as row $2m+1$ and `e2` as row $2m+2$. The hypothesis on $u$ is used in the two `simpa [hu]` calls, for $x_1$ and for $x_{2m+3}$. The hypothesis on $v$ is used in `hq`, the identity $v\cdot(-u/v)=-u$, and in `mul_left_cancel₀ hv`. In the converse, `hp` shows that padding agrees with `amplitude` up to site $2N+1$, because that site is odd.

```lean
/-- For nonzero couplings the kernel consists of the multiples of `zeroMode`. -/
theorem mem_kernel_iff {u v : ℝ} (hu : u ≠ 0) (hv : v ≠ 0) (N : ℕ)
    (x : Fin (2 * N + 1) → ℝ) :
    chain u v N *ᵥ x = 0 ↔ ∃ a : ℝ, x = a • zeroMode u v N := by
  have hq : v * (-(u / v)) = -u := by field_simp
  have e : ∀ m : ℕ, 2 * (m + 1) = 2 * m + 1 + 1 := fun m => by ring
  constructor
  · intro h
    have h0 : u * pad x 1 = 0 := by
      rw [← (chain_rows u v N x 0).1 rfl, h]; rfl
    have hrow : ∀ k, k + 1 < 2 * N + 1 →
        coupling u v (k + 1) * pad x (k + 1 + 1) + coupling u v k * pad x k = 0 := by
      intro k hk
      rw [← (chain_rows u v N x ⟨k + 1, hk⟩).2 k rfl, h]; rfl
    -- propagate along the chain, two sites at a time
    have hall : ∀ m, m ≤ N →
        pad x (2 * m) = pad x 0 * (-(u / v)) ^ m ∧ pad x (2 * m + 1) = 0 := by
      intro m
      induction m with
      | zero => intro _; exact ⟨by simp, by simpa [hu] using h0⟩
      | succ m ih =>
        intro hm
        obtain ⟨i1, i2⟩ := ih (by omega)
        obtain ⟨c1, c2, -, -⟩ := parity_values u v m
        have c3 := (parity_values u v (m + 1)).1
        rw [e] at c3 ⊢
        have e1 := hrow (2 * m) (by omega)
        have e2 := hrow (2 * m + 1) (by omega)
        rw [c1, c2, i1] at e1
        rw [c3, i2] at e2
        refine ⟨mul_left_cancel₀ hv ?_, by simpa [hu] using e2⟩
        rw [pow_succ]
        linear_combination e1 - pad x 0 * (-(u / v)) ^ m * hq
    refine ⟨pad x 0, funext fun i => ?_⟩
    have hx : x i = pad x i := by unfold pad; rw [dif_pos i.2]
    have hi := i.2
    show x i = pad x 0 * amplitude u v i
    obtain ⟨m, hm | hm⟩ := Nat.even_or_odd' (i : ℕ)
    · rw [hx, hm, (hall m (by omega)).1, (parity_values u v m).2.2.1]
    · rw [hx, hm, (hall m (by omega)).2, (parity_values u v m).2.2.2, mul_zero]
  · rintro ⟨a, rfl⟩
    have hp : ∀ k, k ≤ 2 * N + 1 → pad (zeroMode u v N) k = amplitude u v k := by
      intro k hk
      unfold pad
      split_ifs with h
      · rfl
      · have hk' : k = 2 * N + 1 := by omega
        rw [hk', (parity_values u v N).2.2.2]
    have hz : chain u v N *ᵥ zeroMode u v N = 0 := by
      funext i
      have hi := i.2
      rcases Nat.eq_zero_or_pos (i : ℕ) with h0 | h0
      · rw [(chain_rows u v N _ i).1 h0, hp 1 (by omega)]
        simp [amplitude]
      · obtain ⟨k, hk⟩ : ∃ k, (i : ℕ) = k + 1 := ⟨(i : ℕ) - 1, by omega⟩
        rw [(chain_rows u v N _ i).2 k hk, hp _ (by omega), hp _ (by omega), Pi.zero_apply]
        obtain ⟨m, rfl | rfl⟩ := Nat.even_or_odd' k
        · obtain ⟨c1, c2, a1, -⟩ := parity_values u v m
          have a2 := (parity_values u v (m + 1)).2.2.1
          rw [e] at a2
          rw [c1, c2, a1, a2, pow_succ]
          linear_combination (-(u / v)) ^ m * hq
        · have a2 := (parity_values u v (m + 1)).2.2.2
          rw [e] at a2
          rw [a2, (parity_values u v m).2.2.2]
          ring
    rw [Matrix.mulVec_smul, hz, smul_zero]
```

The two conditions are not equally essential. For $u=0$, $v\ne0$ site $0$ is isolated, the remaining sites form dimers, the kernel is spanned by the vector on site $0$, and the formula with $r=0$ gives the correct weight $1$; `hu` serves the left-to-right elimination and the theorems omit this case. For $v=0$, $u\ne0$, $N\ge1$ the isolated site is $2N$ and $x_0=0$, whereas Lean's division by zero would make `ratio` equal to $0$ and the formula equal to $1$. For $u=v=0$ the kernel is the whole space.

## Unit norm

The hypothesis `x ⬝ᵥ x = 1` is $\sum_k x_k^2=1$, which makes $x_k^2$ a probability. The odd sites contribute nothing to the norm of $z$, so
$$z\cdot z=\sum_{m=0}^{N}(-u/v)^{2m}=\sum_{m=0}^{N}r^m=:S .$$
`zeroMode_normSq` proves this by induction on $N$, each step adding one odd site with contribution $0$ and one even site with contribution $r^{N+1}$.

```lean
/-- The squared norm of `zeroMode` is `1 + r + ... + r^N`. -/
theorem zeroMode_normSq (u v : ℝ) (N : ℕ) :
    zeroMode u v N ⬝ᵥ zeroMode u v N = ∑ m ∈ range (N + 1), ratio u v ^ m := by
  have h := Fin.sum_univ_eq_sum_range (fun i => amplitude u v i * amplitude u v i) (2 * N + 1)
  refine Eq.trans h ?_
  clear h
  induction N with
  | zero => simp [amplitude]
  | succ N ih =>
    have hr : -(u / v) * -(u / v) = ratio u v := by unfold ratio; ring
    rw [Finset.sum_range_succ, (parity_values u v (N + 1)).2.2.1, ← mul_pow, hr,
      show 2 * (N + 1) = 2 * N + 1 + 1 by ring, Finset.sum_range_succ, ih,
      (parity_values u v N).2.2.2, Finset.sum_range_succ _ (N + 1)]
    ring
```

For $x=az$ with real $a$, normalisation reads $a^2S=1$, so the unit vectors are $\pm z/\sqrt S$ and $x_{2m}^2=a^2r^m=r^m/S$. In `site_weight` the site is any `i` with value `2 * m`. The rewritten `h1` is $a^2S=1$; it yields `hS`, that $S\ne0$, and the closing `linear_combination` multiplies it by the square of $t=(-u/v)^m$. No condition on $r$ beyond nonzero couplings is used. Without normalisation $x_0^2=a^2$ is arbitrary, and with it the overall sign is still free, which is why the statements concern squares.

```lean
/-- A unit kernel vector has squared component `r^m / (1 + r + ... + r^N)` on site `2m`. -/
theorem site_weight {u v : ℝ} (hu : u ≠ 0) (hv : v ≠ 0) (N : ℕ) (x : Fin (2 * N + 1) → ℝ)
    (hx : chain u v N *ᵥ x = 0) (h1 : x ⬝ᵥ x = 1) (i : Fin (2 * N + 1)) (m : ℕ)
    (hi : (i : ℕ) = 2 * m) :
    x i ^ 2 = ratio u v ^ m / ∑ k ∈ range (N + 1), ratio u v ^ k := by
  obtain ⟨a, rfl⟩ := (mem_kernel_iff hu hv N x).1 hx
  -- normalisation fixes `a² S = 1`
  rw [smul_dotProduct, dotProduct_smul, zeroMode_normSq, smul_eq_mul, smul_eq_mul] at h1
  have hS : ∑ k ∈ range (N + 1), ratio u v ^ k ≠ 0 := by
    intro h
    rw [h] at h1
    simp at h1
  have hr : -(u / v) * -(u / v) = ratio u v := by unfold ratio; ring
  have hm : (-(u / v)) ^ m * (-(u / v)) ^ m = ratio u v ^ m := by rw [← mul_pow, hr]
  show (a * amplitude u v i) ^ 2 = _
  rw [hi, (parity_values u v m).2.2.1, eq_div_iff hS, ← hm]
  generalize (-(u / v)) ^ m = t
  linear_combination t * t * h1
```

## Couplings of different magnitude

The hypothesis `huv : u ^ 2 ≠ v ^ 2` says that the chain is dimerised, $r\ne1$. For positive couplings it is the same as $u\ne v$; written with squares it also excludes $u=-v$. It is needed only to sum the series. From $(1-r)S=1-r^{N+1}$ and $1-r\neq0$,
$$\frac{r^m}{S}=\frac{r^m(1-r)}{(1-r)S}=\frac{r^m(1-r)}{1-r^{N+1}} .$$

`end_weight` makes four statements: $H$ is symmetric; its kernel has `finrank` one; a unit kernel vector exists; and every unit kernel vector has the stated squared components on site $0$ and on site $2m$. The vanishing on odd sites is not repeated there and comes from `mem_kernel_iff`. Symmetry exchanges the two terms in the definition of `chain`. The dimension follows because the kernel is the span of $z$ and $z_0=1$, and the unit vector is $z/\sqrt S$ with $S>0$. These three parts do not use `huv`. It becomes `hr1`, $1-r\ne0$, which enters once, where `mul_neg_geom_sum` factorises the denominator and `mul_div_mul_left` cancels $1-r$.

```lean
/-- For nonzero `u, v` with `u² ≠ v²` the matrix is symmetric, its kernel is one-dimensional
and holds a unit vector, and every unit kernel vector has squared component
`(1-r)/(1-r^(N+1))` on site `0` and `r^m (1-r)/(1-r^(N+1))` on site `2m`. -/
theorem end_weight {u v : ℝ} (hu : u ≠ 0) (hv : v ≠ 0) (huv : u ^ 2 ≠ v ^ 2) (N : ℕ) :
    (chain u v N).IsSymm ∧
    Module.finrank ℝ (LinearMap.ker (chain u v N).mulVecLin) = 1 ∧
    (∃ x, chain u v N *ᵥ x = 0 ∧ x ⬝ᵥ x = 1) ∧
    ∀ x, chain u v N *ᵥ x = 0 → x ⬝ᵥ x = 1 →
      x 0 ^ 2 = (1 - ratio u v) / (1 - ratio u v ^ (N + 1)) ∧
      ∀ (i : Fin (2 * N + 1)) (m : ℕ), (i : ℕ) = 2 * m →
        x i ^ 2 = ratio u v ^ m * (1 - ratio u v) / (1 - ratio u v ^ (N + 1)) := by
  have hr0 : 0 < ratio u v := by unfold ratio; positivity
  have hr1 : 1 - ratio u v ≠ 0 := by
    intro h
    have h' : u ^ 2 / v ^ 2 = 1 := by unfold ratio at h; linarith
    exact huv ((div_eq_one_iff_eq (pow_ne_zero 2 hv)).1 h')
  have hS : 0 < ∑ k ∈ range (N + 1), ratio u v ^ k :=
    Finset.sum_pos (fun k _ => pow_pos hr0 k) ⟨0, by simp⟩
  refine ⟨Matrix.IsSymm.ext fun i j => ?_, ?_, ?_, fun x hx h1 => ?_⟩
  · simp only [chain, of_apply]
    exact add_comm _ _
  · have hker : LinearMap.ker (chain u v N).mulVecLin = Submodule.span ℝ {zeroMode u v N} := by
      ext x
      rw [LinearMap.mem_ker, Matrix.mulVecLin_apply, mem_kernel_iff hu hv,
        Submodule.mem_span_singleton]
      exact exists_congr fun a => eq_comm
    have hz : zeroMode u v N ≠ 0 := by
      intro h
      have := congrFun h 0
      simp [zeroMode, amplitude] at this
    rw [hker]
    exact finrank_span_singleton hz
  · obtain ⟨s, hs0, hs⟩ : ∃ s : ℝ, s ≠ 0 ∧ s * s = ∑ k ∈ range (N + 1), ratio u v ^ k :=
      ⟨_, (Real.sqrt_pos.2 hS).ne', Real.mul_self_sqrt hS.le⟩
    refine ⟨s⁻¹ • zeroMode u v N, (mem_kernel_iff hu hv N _).2 ⟨_, rfl⟩, ?_⟩
    rw [smul_dotProduct, dotProduct_smul, zeroMode_normSq, smul_eq_mul, smul_eq_mul, ← hs]
    field_simp
  · -- sum the geometric series
    have hall : ∀ (i : Fin (2 * N + 1)) (m : ℕ), (i : ℕ) = 2 * m →
        x i ^ 2 = ratio u v ^ m * (1 - ratio u v) / (1 - ratio u v ^ (N + 1)) := by
      intro i m hi
      rw [site_weight hu hv N x hx h1 i m hi, ← mul_neg_geom_sum (ratio u v) (N + 1),
        mul_comm (ratio u v ^ m), mul_div_mul_left _ _ hr1]
    exact ⟨by simpa using hall 0 0 rfl, hall⟩
```

For $N=1$, $u=1$, $v=2$,
$$H=\begin{pmatrix}0&1&0\\1&0&2\\0&2&0\end{pmatrix},\qquad z=\left(1,\,0,\,-\tfrac12\right).$$
The middle row gives $1-1=0$ and the outer rows see only $z_1=0$. With $r=1/4$ and $S=5/4$ the unit vector is $(2,0,-1)/\sqrt5$ up to sign, so $x_0^2=4/5$ and $x_2^2=1/5$. The closed form gives $(3/4)/(15/16)=4/5$.

At $r=1$ the closed form is $0/0$, while $r^m/S$ remains valid with $S=N+1$. `weight_equal_couplings` states this for $v=u\ne0$: every even site has weight $1/(N+1)$.

```lean
/-- For equal nonzero couplings a unit kernel vector has squared component `1/(N+1)` on
every even site. -/
theorem weight_equal_couplings {u : ℝ} (hu : u ≠ 0) (N : ℕ) (x : Fin (2 * N + 1) → ℝ)
    (hx : chain u u N *ᵥ x = 0) (h1 : x ⬝ᵥ x = 1) (i : Fin (2 * N + 1)) (m : ℕ)
    (hi : (i : ℕ) = 2 * m) : x i ^ 2 = 1 / ((N : ℝ) + 1) := by
  have hr : ratio u u = 1 := div_self (pow_ne_zero 2 hu)
  rw [site_weight hu hu N x hx h1 i m hi, hr]
  simp
```

## A weaker first bond in a long chain

The hypothesis $u^2<v^2$ says that the bond at site $0$ is the weaker one, so the amplitudes decay away from that end. Then $r<1$, $r^{N+1}\to0$ as $N\to\infty$, and $x_0^2\to1-r$. In `end_weight_limit`, `x` is a family with one unit kernel vector for each $N$, with arbitrary signs, and the conclusion concerns the numbers `x N 0 ^ 2`, not a matrix of infinite size. The hypothesis supplies three things in the proof: `hv`, since $v^2>u^2\ge0$; `hr1`, the bound $r<1$ behind the decay `hp`; and `huv.ne`, which allows `end_weight` to be applied for each $N$. For $u=1$, $v=2$ the weights for $N=0,1,2$ are $1$, $4/5$, $16/21$, approaching $3/4$.

For $r>1$ the number $1-r$ is negative and cannot be a limit of squares; the weight $1/S$ then decays like $r^{-N}$ and the mode lies at the far end. At $r=1$ the weight $1/(N+1)$ tends to $0=1-r$, a boundary case that the theorem leaves out.

```lean
/-- For `0 < u² < v²` the squared component on site `0` of unit kernel vectors tends to
`1 - r` as the chain grows. -/
theorem end_weight_limit {u v : ℝ} (hu : u ≠ 0) (huv : u ^ 2 < v ^ 2)
    (x : (N : ℕ) → Fin (2 * N + 1) → ℝ)
    (hx : ∀ N, chain u v N *ᵥ x N = 0) (h1 : ∀ N, x N ⬝ᵥ x N = 1) :
    Tendsto (fun N => x N 0 ^ 2) atTop (𝓝 (1 - ratio u v)) := by
  have hv2 : 0 < v ^ 2 := lt_of_le_of_lt (sq_nonneg u) huv
  have hv : v ≠ 0 := by
    rintro rfl
    simp at hv2
  have hr0 : 0 ≤ ratio u v := by unfold ratio; positivity
  have hr1 : ratio u v < 1 := (div_lt_one hv2).2 huv
  have hp : Tendsto (fun N : ℕ => ratio u v ^ (N + 1)) atTop (𝓝 0) :=
    (tendsto_pow_atTop_nhds_zero_of_lt_one hr0 hr1).comp (tendsto_add_atTop_nat 1)
  have hd : Tendsto (fun N : ℕ => 1 - ratio u v ^ (N + 1)) atTop (𝓝 (1 - 0)) :=
    tendsto_const_nhds.sub hp
  have hl : Tendsto (fun N : ℕ => (1 - ratio u v) / (1 - ratio u v ^ (N + 1))) atTop
      (𝓝 ((1 - ratio u v) / (1 - 0))) := tendsto_const_nhds.div hd (by norm_num)
  rw [sub_zero, div_one] at hl
  exact hl.congr fun N => ((end_weight hu hv huv.ne N).2.2.2 (x N) (hx N) (h1 N)).1.symm

end

end AlternatingChainEndWeight
```

```lean
#print axioms AlternatingChainEndWeight.weight_equal_couplings
#print axioms AlternatingChainEndWeight.end_weight_limit
```

```
'AlternatingChainEndWeight.weight_equal_couplings' depends on axioms: [propext, Classical.choice, Quot.sound]
'AlternatingChainEndWeight.end_weight_limit' depends on axioms: [propext, Classical.choice, Quot.sound]
```
